# Energy-weighted sum rule for a particle with position-dependent mass in a local potential

Take a particle of constant mass $m$ in a local potential, with $\hbar=1$. The strengths $|\langle n|x|i\rangle|^2$ of the transitions from a normalised bound eigenstate $i$ on the line to all eigenstates $n$, any continuum included, weighted by the energy differences $\varepsilon_n-\varepsilon_i$, add up to $1/(2m)$. If that number is used to check strengths computed for a layered semiconductor, where the effective mass changes from layer to layer, a correct calculation can fail. There is no single mass to insert, and the correct total depends on the initial state.

The replacement follows from a double commutator. For $H=pgp+V$, with $g=1/(2m(x))$ and an observable $f(x)$ with gradient $d=f'$,
$$[f,[H,f]]=2\,g\,d^2,$$
provided that $V$ commutes with $f$, as a local potential does. For a one-particle model on the line with smoothly varying mass and potential and a complete set of discrete bound eigenstates, this gives a state-dependent check on computed transition strengths.

## Operators and the Hamiltonian

The commutator identities use only sums, products and complex multiples, so the operators are elements of an arbitrary complex algebra `A`. No norm or boundedness is required.

In Lean 4 with Mathlib:

```lean
import Mathlib

open Polynomial
open scoped InnerProductSpace ComplexConjugate

namespace PositionDependentMass

noncomputable section

variable {A : Type*} [Ring A] [Algebra ℂ A]
```

The sign convention is $[a,b]=ab-ba$.

```lean
/-- The commutator `[a, b] = a b - b a`. -/
def comm {R : Type*} [Ring R] (a b : R) : R := a * b - b * a
```

In several dimensions the mass can also depend on direction. With momenta $p_j$ and coefficients $g_{jk}$, which absorb the factor $\tfrac12$ of the kinetic energy,
$$H=\sum_{j,k}p_j\,g_{jk}\,p_k+V.$$
The coefficients stand between the momenta. This fixes the operator ordering, which matters once the mass varies. The finite type `ι` labels the directions.

```lean
/-- The Hamiltonian `∑ p_j g_jk p_k + V`, where `g` stands for half the inverse-mass tensor and `V`
for the potential. -/
def hamiltonian {R ι : Type*} [Ring R] [Fintype ι]
    (p : ι → R) (g : ι → ι → R) (V : R) : R :=
  (∑ j, ∑ k, p j * g j k * p k) + V
```

## Momenta turn into gradients

Let $p,q$ be two momenta with $[p,f]=-i\,d$ and $[q,f]=-i\,e$. These relations say what $d$ and $e$ are: the derivatives of $f$ along the two directions. If $f$ commutes with $g$, the Leibniz rule gives
$$[pgq,f]=[p,f]\,gq+p\,[g,f]\,q+pg\,[q,f]=-i\,(d\,g\,q+p\,g\,e).$$
In the proof, `h` is the Leibniz rule, and the rewriting that follows removes the middle term.

```lean
/-- If `f` commutes with `g`, the commutator of one kinetic term `p g q` with `f` is `-i` times the
sum of the two terms in which one momentum is replaced by the corresponding gradient of `f`. -/
theorem comm_kinetic {p q g f d e : A}
    (hp : comm p f = (-Complex.I) • d) (hq : comm q f = (-Complex.I) • e)
    (hfg : Commute f g) :
    comm (p * g * q) f = (-Complex.I) • (d * g * q + p * g * e) := by
  -- Leibniz rule for the three factors
  have h : comm (p * g * q) f
      = comm p f * g * q + p * g * comm q f + p * (g * f - f * g) * q := by
    simp only [comm]
    noncomm_ring
  rw [h, hp, hq, hfg.eq, sub_self, mul_zero, zero_mul, add_zero, smul_add]
  simp only [smul_mul_assoc, mul_smul_comm]
```

Commute with $f$ once more. Since $f$ also commutes with $d$ and $e$, it passes through everything except the remaining momentum:
$$[f,dgq]=-dg\,[q,f]=i\,dge,\qquad [f,pge]=-[p,f]\,ge=i\,dge.$$
Therefore
$$[f,[pgq,f]]=-i\,(i+i)\,dge=2\,dge.$$
The steps `h1` and `h2` are the two commutators, `h3` takes out the factor $-i$, and the last line uses $i^2=-1$.

```lean
/-- If `f` commutes with `g` and with its own gradients `d` and `e`, the double commutator `[f, [p g
q, f]]` of one kinetic term is `2 d g e`. -/
theorem double_comm_kinetic {p q g f d e : A}
    (hp : comm p f = (-Complex.I) • d) (hq : comm q f = (-Complex.I) • e)
    (hfg : Commute f g) (hfd : Commute f d) (hfe : Commute f e) :
    comm f (comm (p * g * q) f) = (2 : ℂ) • (d * g * e) := by
  rw [comm_kinetic hp hq hfg]
  have hdg : f * (d * g) = d * g * f := (hfd.mul_right hfg).eq
  have hge : g * e * f = f * (g * e) := (hfg.mul_right hfe).eq.symm
  -- the remaining momentum in each term becomes a gradient
  have h1 : f * (d * g * q) - d * g * q * f = Complex.I • (d * g * e) := by
    calc f * (d * g * q) - d * g * q * f
        = f * (d * g) * q - d * g * q * f := by rw [mul_assoc f (d * g) q]
      _ = d * g * f * q - d * g * q * f := by rw [hdg]
      _ = -(d * g * comm q f) := by
          simp only [comm]
          noncomm_ring
      _ = Complex.I • (d * g * e) := by
          rw [hq, mul_smul_comm, neg_smul, neg_neg]
  have h2 : f * (p * g * e) - p * g * e * f = Complex.I • (d * g * e) := by
    calc f * (p * g * e) - p * g * e * f
        = f * p * (g * e) - p * (g * e * f) := by simp only [mul_assoc]
      _ = f * p * (g * e) - p * (f * (g * e)) := by rw [hge]
      _ = -(comm p f * (g * e)) := by
          simp only [comm]
          noncomm_ring
      _ = Complex.I • (d * g * e) := by
          rw [hp, smul_mul_assoc, neg_smul, neg_neg, mul_assoc]
  have h3 : comm f ((-Complex.I) • (d * g * q + p * g * e))
      = (-Complex.I) • ((f * (d * g * q) - d * g * q * f)
        + (f * (p * g * e) - p * g * e * f)) := by
    simp only [comm, mul_smul_comm, smul_mul_assoc, mul_add, add_mul]
    module
  rw [h3, h1, h2, ← add_smul, smul_smul]
  congr 1
  linear_combination (-2 : ℂ) * Complex.I_mul_I
```

The map $D(X)=[f,[X,f]]$ is additive, and $D(V)=0$ because $[V,f]=0$. Summing the kinetic terms gives
$$[f,[H,f]]=2\sum_{j,k}d_j\,g_{jk}\,d_k.$$
The $d_j$ need not commute with the $g_{jk}$, so the order of the factors is kept. The proof builds `D` as an additive map and applies the previous result to each term.

The condition on $V$ is needed. With $f=x$, $g=0$ and $V=p^2$, the left side is $[x,[p^2,x]]=[x,-2ip]=2$, while the right side is $0$. A momentum-dependent or nonlocal potential can thus contribute a term of its own.

```lean
/-- If `f` commutes with the coefficients `g_jk`, with its own gradients `d_j` and with `V`, the
double commutator `[f, [H, f]]` of the Hamiltonian `H = ∑ p_j g_jk p_k + V` is `2 ∑ d_j g_jk d_k`.
-/
theorem double_comm_hamiltonian {ι : Type*} [Fintype ι]
    {p d : ι → A} {g : ι → ι → A} {V f : A}
    (hp : ∀ j, comm (p j) f = (-Complex.I) • d j)
    (hfg : ∀ j k, Commute f (g j k)) (hfd : ∀ j, Commute f (d j)) (hfV : Commute f V) :
    comm f (comm (hamiltonian p g V) f) = (2 : ℂ) • ∑ j, ∑ k, d j * g j k * d k := by
  -- the double commutator is additive in the Hamiltonian
  obtain ⟨D, hD⟩ : ∃ D : A →+ A, ∀ x, D x = comm f (comm x f) :=
    ⟨AddMonoidHom.mk' (fun x => comm f (comm x f))
      (by intro a b; simp only [comm]; noncomm_ring), fun _ => rfl⟩
  have hV : D V = 0 := by
    rw [hD]
    simp only [comm, hfV.eq, sub_self, mul_zero, zero_mul]
  have hk : ∀ j k, D (p j * g j k * p k) = (2 : ℂ) • (d j * g j k * d k) := fun j k => by
    rw [hD]
    exact double_comm_kinetic (hp j) (hp k) (hfg j k) (hfd j) (hfd k)
  rw [← hD, hamiltonian]
  simp only [map_add, map_sum, hk, hV, add_zero, Finset.smul_sum]
```

With a single direction the sum has one term, $2\,dgd$. If $g$ and $d$ commute, this is $2\,gd^2$. The proof takes the one-element type `Unit` for `ι` and reorders the factors with `hgd`.

For constant mass, $g=1/(2m)$ and $f=x$ give $d=1$, and the double commutator reduces to $1/m$.

```lean
/-- In one dimension, `H = p g p + V` satisfies `[f, [H, f]] = 2 g d²`, where `d` is the gradient of
`f`, provided that `f` commutes with `g`, `d` and `V`, and `g` with `d`. -/
theorem double_comm_one_dim {p g V f d : A}
    (hp : comm p f = (-Complex.I) • d) (hfg : Commute f g) (hfd : Commute f d)
    (hfV : Commute f V) (hgd : Commute g d) :
    comm f (comm (p * g * p + V) f) = (2 : ℂ) • (g * d ^ 2) := by
  have h := double_comm_hamiltonian (ι := Unit) (p := fun _ => p) (d := fun _ => d)
    (g := fun _ _ => g) (fun _ => hp) (fun _ _ => hfg) (fun _ => hfd) hfV
  simp only [hamiltonian, Finset.univ_unique, Finset.sum_singleton] at h
  rw [h, ← hgd.eq, sq, mul_assoc]
```

## A concrete model on polynomials

The assumed relations hold for familiar operators. On complex polynomials, let the momentum be $-i\,d/dx$.

```lean
/-- The momentum operator `-i d/dx` on complex polynomials. -/
def polyMomentum : Module.End ℂ ℂ[X] := (-Complex.I) • Polynomial.derivative
```

Functions of position act by multiplication.

```lean
/-- Multiplication by a polynomial, as an operator on complex polynomials. -/
def mulOp (q : ℂ[X]) : Module.End ℂ ℂ[X] := LinearMap.mulLeft ℂ q
```

From here $q$ denotes a polynomial, playing the part of $f$. For every polynomial $r$,
$$-i\,(qr)'+i\,q\,r'=-i\,q'r,$$
so the commutator of the momentum with multiplication by $q$ is $-i$ times multiplication by $q'$. Multiplication operators commute with one another. This covers all the hypotheses of the one-dimensional identity, for arbitrary polynomials $q$, $g$ and $V$. It supplies no inner product or eigenstates, which enter only in the spectral part.

```lean
/-- The momentum operator on polynomials and multiplication by arbitrary polynomials
`q`, `g`, `V` satisfy the relations of the one-dimensional theorem, with gradient `q'`. -/
theorem double_comm_one_dim_witness (q g V : ℂ[X]) :
    comm polyMomentum (mulOp q) = (-Complex.I) • mulOp (derivative q) ∧
    Commute (mulOp q) (mulOp g) ∧ Commute (mulOp q) (mulOp (derivative q)) ∧
    Commute (mulOp q) (mulOp V) ∧ Commute (mulOp g) (mulOp (derivative q)) := by
  have hc : ∀ a b : ℂ[X], Commute (mulOp a) (mulOp b) := fun a b => by
    change mulOp a * mulOp b = mulOp b * mulOp a
    refine LinearMap.ext fun r => ?_
    simp only [mulOp, Module.End.mul_apply, LinearMap.mulLeft_apply]
    ring
  refine ⟨LinearMap.ext fun r => ?_, hc _ _, hc _ _, hc _ _, hc _ _⟩
  simp only [comm, polyMomentum, mulOp, LinearMap.sub_apply, Module.End.mul_apply,
    LinearMap.smul_apply, LinearMap.mulLeft_apply, derivative_mul, mul_smul_comm]
  module
```

## From the commutator to transition strengths

Now let the operators act on a complex inner product space `E`, which need not be complete. It plays the role of a common domain that all the operators map into itself, so unbounded operators are allowed. For the differential operators of a real particle this means that the mass and the potential vary smoothly. A jump of either at a sharp interface is not covered, because multiplication by $g$ or $V$ can then produce a discontinuous function, on which the momentum does not act within the space. Periodic boundary conditions with $f=x$ are not covered either, because multiplication by $x$ destroys periodicity. `IsSymmetric` means $\langle Hx,y\rangle=\langle x,Hy\rangle$; self-adjointness is not assumed.

Let $H\psi=\varepsilon\psi$ with $\varepsilon$ real. Expanding,
$$[f,[H,f]]=2fHf-f^2H-Hf^2.$$
Symmetry gives $\langle\psi,fHf\psi\rangle=\langle f\psi,Hf\psi\rangle$, and each of the other two products contributes $\varepsilon\langle f\psi,f\psi\rangle$. Hence
$$\langle\psi,[f,[H,f]]\psi\rangle=2\,\langle f\psi,(H-\varepsilon)f\psi\rangle.$$
The steps `a1`, `a2` and `a3` are these three matrix elements. The vector $\psi$ need not be normalised; dividing both sides by $\langle\psi,\psi\rangle$ gives the expectation value.

```lean
variable {E : Type*} [NormedAddCommGroup E] [InnerProductSpace ℂ E]

/-- For symmetric `H` and `f` and a vector `ψ` with `H ψ = ε ψ`, not necessarily normalised, `⟨ψ,
[f, [H, f]] ψ⟩` is twice `⟨f ψ, (H - ε) f ψ⟩`. -/
theorem expectation_double_comm {H f : Module.End ℂ E} (hH : LinearMap.IsSymmetric H)
    (hf : LinearMap.IsSymmetric f) {ψ : E} {ε : ℝ} (hψ : H ψ = (ε : ℂ) • ψ) :
    ⟪ψ, comm f (comm H f) ψ⟫_ℂ = 2 * ⟪f ψ, H (f ψ) - (ε : ℂ) • f ψ⟫_ℂ := by
  have e : comm f (comm H f) ψ
      = f (H (f ψ)) - f (f (H ψ)) - (H (f (f ψ)) - f (H (f ψ))) := by
    simp only [comm, LinearMap.sub_apply, Module.End.mul_apply, map_sub]
  have a1 : ⟪ψ, f (H (f ψ))⟫_ℂ = ⟪f ψ, H (f ψ)⟫_ℂ := (hf _ _).symm
  have a2 : ⟪ψ, f (f (H ψ))⟫_ℂ = ε * ⟪f ψ, f ψ⟫_ℂ := by
    rw [hψ, map_smul, map_smul, inner_smul_right, ← hf ψ (f ψ)]
  have a3 : ⟪ψ, H (f (f ψ))⟫_ℂ = ε * ⟪f ψ, f ψ⟫_ℂ := by
    rw [← hH ψ (f (f ψ)), hψ, inner_smul_left, Complex.conj_ofReal, ← hf ψ (f ψ)]
  rw [e]
  simp only [inner_sub_right, inner_smul_right, a1, a2, a3]
  ring
```

Let $\varphi_n$ be eigenstates with energies $\varepsilon_n$, complete in the sense that
$$\sum_n\langle x,\varphi_n\rangle\langle\varphi_n,y\rangle=\langle x,y\rangle\quad\text{for all }x,y.$$
This is the hypothesis `hφ`. An orthonormal eigenbasis satisfies it; a continuous spectrum, which would need an integral, is not treated. Put $x=f\varphi_m$ and $y=(H-\varepsilon_m)f\varphi_m$, where $m$ now labels the initial state. Symmetry of $H$ gives
$$\langle\varphi_n,(H-\varepsilon_m)f\varphi_m\rangle=(\varepsilon_n-\varepsilon_m)\langle\varphi_n,f\varphi_m\rangle,$$
and therefore
$$\sum_n(\varepsilon_n-\varepsilon_m)\,|\langle\varphi_n,f\varphi_m\rangle|^2=\Big\langle\varphi_m,\sum_{j,k}d_jg_{jk}d_k\,\varphi_m\Big\rangle.$$
`HasSum` states both that the series converges and what its sum is. In the proof, `key` is the inserted resolution of the identity and `hterm` matches it term by term with the weighted strengths.

For normalised $\varphi_m$ in one dimension, with $g$ and $d$ commuting, the right side is the mean of $g\,d^2$. When $f$ is the position coordinate, it is the mean of $1/(2m(x))$, where $x$ is again the position and $m(x)$ the local mass.

In a finite-dimensional space the relations force every $d_j$ to vanish: between eigenvectors of $f$ with equal eigenvalues $[p_j,f]$ has no matrix elements, and between the others $d_j$ has none. The matrices of a finite-basis calculation therefore cannot satisfy all these relations with a nonzero gradient, and the theorem does not guarantee the sum computed from them. For particular states that sum can still be exact: for a harmonic oscillator of constant mass, the two lowest states already give the full total $1/(2m)$ for $f=x$ and the ground state.

```lean
/-- Sum rule for `H = ∑ p_j g_jk p_k + V`, with `H` and `f` symmetric and `f` commuting with the
`g_jk`, with its own gradients `d_j` and with `V`: over a family of eigenvectors `φ n` that is
complete in the sense of `hφ`, the values `|⟨φ n, f φ m⟩|²`, weighted by the energy differences `ε n
- ε m`, add up to `⟨φ m, (∑ d_j g_jk d_k) φ m⟩`. -/
theorem energy_weighted_sum_rule {ι κ : Type*} [Fintype ι]
    {p d : ι → Module.End ℂ E} {g : ι → ι → Module.End ℂ E} {V f : Module.End ℂ E}
    (hp : ∀ j, comm (p j) f = (-Complex.I) • d j)
    (hfg : ∀ j k, Commute f (g j k)) (hfd : ∀ j, Commute f (d j)) (hfV : Commute f V)
    (hH : LinearMap.IsSymmetric (hamiltonian p g V)) (hf : LinearMap.IsSymmetric f)
    {φ : κ → E} {ε : κ → ℝ} (heig : ∀ n, hamiltonian p g V (φ n) = (ε n : ℂ) • φ n)
    (hφ : ∀ x y : E, HasSum (fun n => ⟪x, φ n⟫_ℂ * ⟪φ n, y⟫_ℂ) ⟪x, y⟫_ℂ) (m : κ) :
    HasSum (fun n => ((ε n : ℂ) - ε m) * (‖⟪φ n, f (φ m)⟫_ℂ‖ : ℂ) ^ 2)
      ⟪φ m, (∑ j, ∑ k, d j * g j k * d k) (φ m)⟫_ℂ := by
  have h := expectation_double_comm hH hf (heig m)
  rw [double_comm_hamiltonian hp hfg hfd hfV, LinearMap.smul_apply, inner_smul_right] at h
  rw [mul_left_cancel₀ two_ne_zero h]
  -- insert the complete set of eigenstates
  have key := hφ (f (φ m)) (hamiltonian p g V (f (φ m)) - (ε m : ℂ) • f (φ m))
  have hterm : (fun n => ((ε n : ℂ) - ε m) * (‖⟪φ n, f (φ m)⟫_ℂ‖ : ℂ) ^ 2)
      = fun n => ⟪f (φ m), φ n⟫_ℂ
        * ⟪φ n, hamiltonian p g V (f (φ m)) - (ε m : ℂ) • f (φ m)⟫_ℂ := by
    funext n
    have hz := Complex.conj_mul' ⟪φ n, f (φ m)⟫_ℂ
    rw [inner_sub_right, ← hH (φ n) (f (φ m)), heig n, inner_smul_left,
      Complex.conj_ofReal, inner_smul_right, ← inner_conj_symm (f (φ m)) (φ n)]
    linear_combination (-((ε n : ℂ) - ε m)) * hz
  rw [hterm]
  exact key

end

end PositionDependentMass
```

```lean
#print axioms PositionDependentMass.double_comm_one_dim
-- 'PositionDependentMass.double_comm_one_dim' depends on axioms: [propext, Classical.choice, Quot.sound]
#print axioms PositionDependentMass.energy_weighted_sum_rule
-- 'PositionDependentMass.energy_weighted_sum_rule' depends on axioms: [propext, Classical.choice, Quot.sound]
```
